# The Bogoliubov normalisation XᵀX − YᵀY = 1 does not by itself imply XXᵀ − YYᵀ = 1

For finitely many modes, the real square amplitude matrices X and Y of a bosonic Bogoliubov transformation obey the normalisation XᵀX − YᵀY = 1, and also XXᵀ − YYᵀ = 1. The declaration shows that the first relation alone does not force the second, by giving two explicit real 2 × 2 matrices that satisfy the one and violate the other. Because they violate the second relation, these matrices are not the amplitudes of a Bogoliubov transformation. They are only a matrix counterexample, with no Hamiltonian in the statement. The attempt checks the first relation entry by entry, and refutes the second by looking at its upper left entry, which would have to be 1 but is 25/9.

In Lean, a first try:

```lean
import Mathlib

open Matrix

namespace NormalisationAloneInsufficient

/-- The normalisation `Xᵀ X - Yᵀ Y = 1` alone does not give `X Xᵀ - Y Yᵀ = 1`: these two real
matrices satisfy the first relation and violate the second. -/
theorem normalisation_alone_insufficient :
    let X : Matrix (Fin 2) (Fin 2) ℝ := !![5 / 3, 0; 0, 1]
    let Y : Matrix (Fin 2) (Fin 2) ℝ := !![0, 0; 4 / 3, 0]
    Xᵀ * X - Yᵀ * Y = 1 ∧ X * Xᵀ - Y * Yᵀ ≠ 1 := by
  intro X Y
  constructor
  · ext i j
    fin_cases i <;> fin_cases j <;>
      norm_num [X, Y, Matrix.mul_apply, Fin.sum_univ_two, Matrix.one_apply]
  · intro h
    -- the upper left entry is 25/9 instead of 1
    have h00 := congrFun (congrFun h 0) 0
    norm_num [X, Y, Matrix.mul_apply, Fin.sum_univ_two, Matrix.one_apply] at h00

end NormalisationAloneInsufficient
```

The error:

```
Main.lean:18:2: error: unsolved goals
case right
X : Matrix (Fin 2) (Fin 2) ℝ := !![5 / 3, 0; 0, 1]
Y : Matrix (Fin 2) (Fin 2) ℝ := !![0, 0; 4 / 3, 0]
h : X * Xᵀ - Y * Yᵀ = 1
h00 : (![5 / 3, 0] ᵥ* !![5 / 3, 0; 0, 1]ᵀ) 0 - (![0, 0] ᵥ* !![0, 0; 4 / 3, 0]ᵀ) 0 = 1
⊢ False
```

The mended proof, as a diff:

```diff
@@ -19,5 +19,7 @@
     -- the upper left entry is 25/9 instead of 1
     have h00 := congrFun (congrFun h 0) 0
-    norm_num [X, Y, Matrix.mul_apply, Fin.sum_univ_two, Matrix.one_apply] at h00
+    simp only [Matrix.sub_apply, Matrix.mul_apply, Fin.sum_univ_two, Matrix.transpose_apply,
+      Matrix.one_apply_eq] at h00
+    norm_num [X, Y] at h00
 
 end NormalisationAloneInsufficient
```

Cause. The error is in the second half, where `norm_num` was meant to turn `h00` into a false numerical equation and so close the goal. It simplified `h00` but left vector–matrix products `ᵥ*` in it, so no contradiction was found and `False` remained to be proved.

Once `X` and `Y` are unfolded, the left factor of each product is an explicit matrix, and the default simp rules rewrite such a product row by row. The entry then becomes an entry of `![5 / 3, 0] ᵥ* !![5 / 3, 0; 0, 1]ᵀ`, and similarly for `Y`. `Matrix.mul_apply` speaks of an entry of a matrix product, so it no longer applies, and no other rule in the call expands `ᵥ*` here, where the right factor is a transpose.

The repair changes the order. `simp only` uses just the listed lemmas and leaves `X` and `Y` folded, so the difference, products and transposes become sums of products of single entries, and `Matrix.one_apply_eq` turns the diagonal entry of the identity into 1. Then `norm_num [X, Y]` puts in the numbers, finds 25/9 = 1 false, and closes the goal.
